# The product of two single-parity hopping matrices on a ring of even length

On a periodic chain of `L` sites, with `L` even and nonzero, a one-particle hopping matrix with unit amplitudes couples sites only along the bonds whose left site has a given parity, so that each site is coupled to exactly one partner. The lemma `bondHop_mul_apply` concerns the product of two such matrices, for parities `p` and `q`, which may be equal or different. It states that the entry in row `i` and column `j` is 1 if `j` is the `q`-partner of the `p`-partner of `i`, and 0 otherwise. The attempt writes the entry as a sum over intermediate sites, puts in the known entries of both factors, and leaves the sum to `simp`.

The first attempt, which Lean rejects:

```lean
import Mathlib

open Matrix
open NormedSpace (exp)

namespace BondHopMulApply

/-- Hopping matrix with unit entries on those bonds `(i, i+1)` of the periodic chain of `L` sites
whose left site `i` has parity `p`: `p = 0` gives the even bonds, `p = 1` the odd bonds. -/
def bondHop (L p : ℕ) : Matrix (ZMod L) (ZMod L) ℝ := fun i j =>
  if (i.val % 2 = p ∧ j = i + 1) ∨ (j.val % 2 = p ∧ i = j + 1) then 1 else 0

/-- The right neighbour of a site of parity `p`, and the left neighbour of any other site. -/
def partner {L : ℕ} (p : ℕ) (i : ZMod L) : ZMod L :=
  if i.val % 2 = p then i + 1 else i - 1

variable {L : ℕ} [NeZero L]

/-- On a ring of even length, a step to the right changes the parity of the site. -/
theorem parity_succ (hL : Even L) (i : ZMod L) : (i + 1).val % 2 = (i.val + 1) % 2 := by
  rw [ZMod.val_add, ZMod.val_one_eq_one_mod, Nat.add_mod_mod,
    Nat.mod_mod_of_dvd _ hL.two_dvd]

/-- On a ring of even length, each site is coupled by the bonds of one parity to its partner
and to no other site. -/
theorem bondHop_apply (hL : Even L) {p : ℕ} (hp : p < 2) (i j : ZMod L) :
    bondHop L p i j = if j = partner p i then 1 else 0 := by
  refine if_congr ?_ rfl rfl
  by_cases h : i.val % 2 = p
  · rw [show partner p i = i + 1 from if_pos h]
    constructor
    · rintro (⟨_, e⟩ | ⟨hj, e⟩)
      · exact e
      · have h1 := parity_succ hL j
        rw [← e] at h1
        omega
    · exact fun e => Or.inl ⟨h, e⟩
  · rw [show partner p i = i - 1 from if_neg h]
    constructor
    · rintro (⟨h', _⟩ | ⟨_, e⟩)
      · exact absurd h' h
      · exact eq_sub_of_add_eq e.symm
    · intro e
      have e' : i = j + 1 := by rw [e, sub_add_cancel]
      have h1 := parity_succ hL j
      rw [← e'] at h1
      exact Or.inr ⟨by omega, e'⟩

/-- On a ring of even length, two successive hops lead from a site to the partner of its
partner. -/
theorem bondHop_mul_apply (hL : Even L) {p q : ℕ} (hp : p < 2) (hq : q < 2) (i j : ZMod L) :
    (bondHop L p * bondHop L q) i j = if j = partner q (partner p i) then 1 else 0 := by
  simp [Matrix.mul_apply, bondHop_apply hL hp, bondHop_apply hL hq]

end BondHopMulApply
```

The compiler's answer:

```
Main.lean:52:86: error: unsolved goals
L : ℕ
inst✝ : NeZero L
hL : Even L
p q : ℕ
hp : p < 2
hq : q < 2
i j : ZMod L
⊢ (∑ x, if j = partner q x then if x = partner p i then 1 else 0 else 0) = if j = partner q (partner p i) then 1 else 0
```

After these edits no error is left:

```diff
@@ -51,5 +51,6 @@
 theorem bondHop_mul_apply (hL : Even L) {p q : ℕ} (hp : p < 2) (hq : q < 2) (i j : ZMod L) :
     (bondHop L p * bondHop L q) i j = if j = partner q (partner p i) then 1 else 0 := by
-  simp [Matrix.mul_apply, bondHop_apply hL hp, bondHop_apply hL hq]
+  simp only [Matrix.mul_apply, bondHop_apply hL hp, bondHop_apply hL hq, ite_mul, one_mul,
+    zero_mul, Finset.sum_ite_eq', Finset.mem_univ, if_true]
 
 end BondHopMulApply
```

What went wrong. The error shows the goal that `simp` left: a sum over `x` with two nested conditions, the outer one `j = partner q x` and the inner one `x = partner p i`. Only the inner one fixes `x` outright. Mathlib's lemmas for collapsing such a sum, `Finset.sum_ite_eq` and its primed form, need the outer condition to be an equation between `x` and a fixed term. Here `x` stands inside `partner q x`, so they don't apply.

The nesting came from the way the product of the two `if`s was expanded: the second factor's condition was moved outside. The repair uses `simp only` with `ite_mul`, which moves the first factor's condition outside instead, and leaves out `mul_ite`, which does the opposite. `one_mul` and `zero_mul` clean up the branches. The outer condition is now `x = partner p i`, so `Finset.sum_ite_eq'` replaces the sum by its term at `partner p i`, under the condition that this site lies in `Finset.univ`. `Finset.mem_univ` and `if_true` remove that condition, and the two sides agree.
